# The limit of t coth t as t tends to zero

The theorem `tendsto_mul_coth` says that t coth t tends to 1 as the real variable t tends to zero through nonzero values, where coth t is defined as 1 + 2/(exp(2t) − 1). In physics, if t is read as ħω/(2k_BT), then t coth t is the mean thermal energy of a single harmonic oscillator of angular frequency ω, zero-point energy included, divided by k_BT. The limit 1 then says that at high temperature, k_BT ≫ ħω, the mean energy approaches the classical value k_BT. The Lean statement itself concerns only the function. The proof gets sinh t / t → 1 from the derivative of sinh at zero, divides the limit cosh t → 1 by it, and then has to show that the resulting quotient equals t coth t for t ≠ 0.

The first attempt, which Lean rejects:

```lean
import Mathlib

open Filter Topology

namespace TendstoMulCoth

noncomputable section

/-- The hyperbolic cotangent in the form `1 + 2 / (exp (2x) - 1)`, for `x ≠ 0`. -/
def coth (x : ℝ) : ℝ := 1 + 2 / (Real.exp (2 * x) - 1)

/-- Away from zero, `coth` is the quotient of `cosh` and `sinh`. -/
theorem coth_eq {x : ℝ} (hx : x ≠ 0) : coth x = Real.cosh x / Real.sinh x := by
  have hs : Real.sinh x ≠ 0 := fun h => hx (Real.sinh_eq_zero.1 h)
  have h1 : Real.exp (2 * x) = Real.exp x * Real.exp x := by rw [two_mul, Real.exp_add]
  have h2 : Real.exp (-x) * Real.exp x = 1 := by rw [← Real.exp_add]; simp
  have he : Real.exp (2 * x) - 1 = 2 * Real.sinh x * Real.exp x := by
    rw [Real.sinh_eq]
    linear_combination h1 + h2
  have h3 : Real.cosh x - Real.sinh x = (Real.exp x)⁻¹ := by
    rw [Real.cosh_sub_sinh, Real.exp_neg]
  rw [coth, he, eq_div_iff hs]
  linear_combination (Real.exp x)⁻¹ * mul_inv_cancel₀ hs - h3

/-- As `t` tends to zero through nonzero values, `t coth t` tends to one. -/
theorem tendsto_mul_coth : Tendsto (fun t => t * coth t) (𝓝[≠] 0) (𝓝 1) := by
  have h1 : Tendsto (fun t : ℝ => t⁻¹ * Real.sinh t) (𝓝[≠] 0) (𝓝 1) := by
    have h := hasDerivAt_iff_tendsto_slope_zero.1 (Real.hasDerivAt_sinh 0)
    simpa [smul_eq_mul] using h
  have h2 : Tendsto Real.cosh (𝓝[≠] (0 : ℝ)) (𝓝 (Real.cosh 0)) :=
    Real.continuous_cosh.continuousAt.tendsto.mono_left nhdsWithin_le_nhds
  have h3 := h2.div h1 one_ne_zero
  rw [Real.cosh_zero, div_one] at h3
  refine h3.congr' ?_
  filter_upwards [self_mem_nhdsWithin] with t ht
  rw [coth_eq (Set.mem_compl_singleton_iff.1 ht)]
  simp only [Pi.div_apply]
  ring

end

end TendstoMulCoth
```

The error:

```
Try this:
  [apply] ring_nf
  
  The `ring` tactic failed to close the goal. Use `ring_nf` to obtain a normal form.
    
  Note that `ring` works primarily in *commutative* rings. If you have a noncommutative ring, abelian group or module, consider using `noncomm_ring`, `abel` or `module` instead.
Main.lean:26:75: error: unsolved goals
h1 : Tendsto (fun t => t⁻¹ * Real.sinh t) (𝓝[≠] 0) (𝓝 1)
h2 : Tendsto Real.cosh (𝓝[≠] 0) (𝓝 (Real.cosh 0))
h3 : Tendsto (Real.cosh / fun t => t⁻¹ * Real.sinh t) (𝓝[≠] 0) (𝓝 1)
t : ℝ
ht : t ∈ {0}ᶜ
⊢ Real.cosh t * t⁻¹⁻¹ * (Real.sinh t)⁻¹ = Real.cosh t * t * (Real.sinh t)⁻¹
```

The limits themselves go through, and what fails is the algebra at the end. There cosh t is divided by `t⁻¹ * Real.sinh t`, so the inverse of t is itself inverted. `ring` can split the inverse of a product, but it treats `t⁻¹` as a new atom and the inverse of that as another, so it does not recognise `t⁻¹⁻¹` as `t`. The error shows what was left: the two sides differ only in that the left has `t⁻¹⁻¹` where the right has `t`. The "Try this" message suggests `ring_nf`, which only gives this normal form and would not finish the proof.

The repair gives `simp only` three more lemmas. `div_eq_mul_inv` writes each division as multiplication by an inverse, `mul_inv` splits the inverse of the product into a product of inverses, and `inv_inv` turns `t⁻¹⁻¹` into `t`. Both sides are then products of the same factors, and `ring` has only to reorder them.

After these edits no error is left:

```diff
@@ -35,5 +35,5 @@
   filter_upwards [self_mem_nhdsWithin] with t ht
   rw [coth_eq (Set.mem_compl_singleton_iff.1 ht)]
-  simp only [Pi.div_apply]
+  simp only [Pi.div_apply, div_eq_mul_inv, mul_inv, inv_inv]
   ring
 
```
